# Fermionic second quantization of finite one-particle matrices preserves commutators

## Two modes

Take two fermionic modes, labelled 0 and 1, with annihilators \(a_0, a_1\) and creators \(c_0, c_1\). Write \([x,y] = xy - yx\) and \(\{x,y\} = xy + yx\). The canonical anticommutation relations (CAR) are

\[ \{a_p, a_q\} = 0, \qquad \{c_p, c_q\} = 0, \qquad \{a_p, c_q\} = \delta_{pq}\,1 , \]

where \(\delta_{pq}\) is the Kronecker symbol and \(1\) is the identity operator. The excitation operator \(E_{pq} = c_p a_q\) moves a particle from mode \(q\) to mode \(p\). Multiply the two hopping operators in both orders, using \(a_1 c_1 = 1 - c_1 a_1\) and \(a_0 c_0 = 1 - c_0 a_0\):

\[ E_{01}E_{10} = c_0 a_1 c_1 a_0 = E_{00} - c_0 c_1 a_1 a_0, \qquad E_{10}E_{01} = c_1 a_0 c_0 a_1 = E_{11} - c_1 c_0 a_0 a_1 . \]

Each product leaves a one-body term and a string of four operators. Exchanging the two creators and then the two annihilators costs two signs, so \(c_1 c_0 a_0 a_1 = c_0 c_1 a_1 a_0\). The strings cancel in the difference, and \([E_{01}, E_{10}] = E_{00} - E_{11}\). Let \(e_{pq}\) be the \(2\times 2\) matrix with a 1 in row \(p\), column \(q\) and zeros elsewhere. Then \(e_{01}e_{10} = e_{00}\) and \([e_{01}, e_{10}] = e_{00} - e_{11}\). The product of the operators carries a two-body term that the product of the matrices lacks, while the commutators agree.

## Commutators with a single creator or annihilator

Now let \(p, q, r, s\) run over any set of modes. Expanding both sides shows that \([xy, z] = x\{y,z\} - \{x,z\}y\) for any three elements of a ring, since the terms \(xzy\) cancel. Applied to an excitation operator this gives

\[ [E_{pr}, c_q] = c_p\{a_r, c_q\} - \{c_p, c_q\}a_r = \delta_{rq}\, c_p , \]
\[ [E_{rs}, a_p] = c_r\{a_s, a_p\} - \{a_p, c_r\}a_s = -\delta_{pr}\, a_s . \]

## The two-body string

The step used for two modes works for all indices. Substituting \(a_r c_q = \delta_{qr} - c_q a_r\) in the middle of the product,

\[ E_{pr}E_{qs} = c_p a_r c_q a_s = \delta_{qr} E_{ps} - c_p c_q a_r a_s , \]

and exchanging the annihilators by \(a_r a_s = -a_s a_r\) gives the chain

\[ c_p c_q a_s a_r = E_{pr}E_{qs} - \delta_{qr}E_{ps} = -\,c_p c_q a_r a_s . \]

In the first string the annihilators stand in the order \(a_s a_r\), reversed relative to the pairing of \(p\) with \(r\) and \(q\) with \(s\), and this order carries the plus sign.

## One-body operators and their commutators

Let the set of modes be finite, and let \(h\) be a square matrix of scalars \(h_{pq}\), which commute with each other and with all operators. Its second quantization is \(\hat h = \sum_{p,q} h_{pq}E_{pq}\), linear in \(h\). Summing the two elementary commutators with weights \(h\), the Kronecker symbol removes one sum in each:

\[ [\hat h, c_q] = \sum_{p,r} h_{pr}\,\delta_{rq}\,c_p = \sum_p h_{pq}\,c_p, \qquad [\hat h, a_p] = -\sum_{r,s} h_{rs}\,\delta_{pr}\,a_s = -\sum_q h_{pq}\,a_q . \]

The creator picks out a column of \(h\), and the annihilator picks out a row with a minus sign. The Leibniz rule \([x, yz] = [x,y]z + y[x,z]\) then gives the commutator with an excitation operator,

\[ [\hat h, E_{qs}] = [\hat h, c_q]a_s + c_q[\hat h, a_s] = \sum_p h_{pq}E_{ps} - \sum_r h_{sr}E_{qr} . \]

For a second matrix \(k\), multiply by \(k_{qs}\), sum over \(q\) and \(s\), and collect the coefficient of each excitation operator:

\[ [\hat h, \hat k] = \sum_{p,s}\Big(\sum_q h_{pq}k_{qs}\Big)E_{ps} - \sum_{q,r}\Big(\sum_s k_{qs}h_{sr}\Big)E_{qr} = \widehat{hk} - \widehat{kh} = \widehat{hk - kh} . \]

Commuting matrices therefore give commuting operators. With at most one mode all matrices commute and the converse is automatic. With two or more modes it needs one more hypothesis: a scalar \(\lambda\) with \(\lambda\,1 = 0\) must be zero. Indeed, if \(\lambda \ne 0\) and \(\lambda\,1 = 0\), then \(h = \lambda e_{01}\) has \(\hat h = 0\), which commutes with \(E_{10}\), while \([h, e_{10}] = \lambda(e_{00} - e_{11}) \ne 0\). Assume this hypothesis, for any finite number of modes. Suppose \(\hat h = 0\). Then \(\sum_p h_{pq}c_p = [\hat h, c_q] = 0\) for each \(q\), and the anticommutator with \(a_r\) gives \(0 = \sum_p h_{pq}\{a_r, c_p\} = h_{rq}\,1\), so \(h_{rq} = 0\). The linear map \(h \mapsto \hat h\) is injective, and \([\hat h, \hat k] = 0\) holds exactly when \(hk - kh = 0\).

For a non-interacting Hamiltonian \(\hat h\) in a finite basis, the commutator with \(a_p\) turns the Heisenberg equation into \(i\hbar\,\dot a_p = [a_p, \hat h] = \sum_q h_{pq}a_q\), which closes on single annihilators and so gives the free one-particle Green's function an equation of motion governed by the matrix \(h\). In a finite spin-orbital basis, the string identity rewrites the two-electron term of the electronic Hamiltonian through products of excitation operators and a one-body correction. Time evolution, Green's functions and interacting Hamiltonians motivate the identities but appear in none of the theorems below, which are purely algebraic.

## The algebra and the anticommutation relations in Lean

```lean
import Mathlib

open Matrix

namespace OneBodyOperators

variable {ι A : Type*} [Ring A]
```

The type `ι` labels the modes and `A` is the operator algebra, an associative ring with unit that need not be commutative. No Hilbert space, vacuum or state is part of the setting.

```lean
/-- Canonical anticommutation relations for annihilators `a p` and creators `c p`. -/
structure CAR [DecidableEq ι] (a c : ι → A) : Prop where
  aa : ∀ p q, a p * a q + a q * a p = 0
  cc : ∀ p q, c p * c q + c q * c p = 0
  ac : ∀ p q, a p * c q + c q * a p = if p = q then 1 else 0
```

The structure `CAR` postulates the three relations for two families `a c : ι → A`, with `a p` for \(a_p\) and `c p` for \(c_p\). The Kronecker symbol is written `if p = q then 1 else 0`. The fields `aa` and `cc` express the antisymmetry of fermions under exchange, and `ac` expresses that the modes are orthonormal when each `c p` is the adjoint of `a p`. The algebra has no adjoint, so `c p` is not required to be \(a_p^\dagger\); a biorthogonal pair of bases, with creators taken from one and annihilators from the other, also fits the definition. With \(p = q\) the field `cc` reads \(2c_p^2 = 0\), which is the exclusion principle \(c_p^2 = 0\) when 2 can be cancelled, and no proof below needs that cancellation.

```lean
/-- The excitation operator `E_pq = c_p a_q`. -/
def E (a c : ι → A) (p q : ι) : A := c p * a q
```

The first index of `E a c p q` belongs to the creator and the second to the annihilator, matching the row and column of \(h_{pq}\).

```lean
/-- Second quantization of a one-particle matrix: the linear map `h ↦ ∑ h_pq E_pq`. -/
def oneBody (R : Type*) [CommRing R] [Algebra R A] [Fintype ι] (a c : ι → A) :
    Matrix ι ι R →ₗ[R] A where
  toFun h := ∑ p, ∑ q, h p q • E a c p q
  map_add' h k := by simp [add_smul, Finset.sum_add_distrib]
  map_smul' t h := by simp [Finset.smul_sum, mul_smul]
```

The scalars form a commutative ring `R`, and `Algebra R A` says that they act on operators and commute past them; \(\mathbb{R}\) and \(\mathbb{C}\) are the physical cases. The expression `oneBody R a c h` is \(\hat h\). It is defined as a linear map, so additivity and homogeneity in \(h\) are part of the definition. The matrix is arbitrary and need not be Hermitian. The number of modes is finite here, which leaves out field operators on a continuum and infinite bases.

## Elementary commutators and the string identity

```lean
variable [DecidableEq ι] {a c : ι → A}

/-- Commutator of an excitation operator with a creator: `[E_pr, c_q] = δ_rq c_p`. -/
theorem E_comm_c (H : CAR a c) (p r q : ι) :
    E a c p r * c q - c q * E a c p r = if r = q then c p else 0 := by
  calc _ = c p * (a r * c q + c q * a r) - (c p * c q + c q * c p) * a r := by
        simp only [E]; noncomm_ring
    _ = _ := by rw [H.ac, H.cc]; split_ifs <;> simp
```

Commutators are written out as differences of products. The first step of the calculation is the identity \([xy,z] = x\{y,z\} - \{x,z\}y\), which `noncomm_ring` verifies by expansion without using the CAR. The second step replaces the two anticommutators through `H.ac` and `H.cc` and treats \(r = q\) and \(r \ne q\) separately.

```lean
/-- Commutator of an excitation operator with an annihilator: `[E_rs, a_p] = -δ_pr a_s`. -/
theorem E_comm_a (H : CAR a c) (r s p : ι) :
    E a c r s * a p - a p * E a c r s = if p = r then -a s else 0 := by
  calc _ = c r * (a s * a p + a p * a s) - (a p * c r + c r * a p) * a s := by
        simp only [E]; noncomm_ring
    _ = _ := by rw [H.ac, H.aa]; split_ifs <;> simp
```

The same two steps give \([E_{rs}, a_p] = -\delta_{pr}a_s\), with `H.aa` in place of `H.cc`.

```lean
/-- The two-body string in terms of excitation operators:
`c_p c_q a_s a_r = E_pr E_qs - δ_qr E_ps = -c_p c_q a_r a_s`. -/
theorem pair_string (H : CAR a c) (p q r s : ι) :
    c p * c q * a s * a r = E a c p r * E a c q s - (if q = r then E a c p s else 0) ∧
    E a c p r * E a c q s - (if q = r then E a c p s else 0) = -(c p * c q * a r * a s) := by
  -- the contraction of `a_r` with `c_q`
  have hδ : (if q = r then E a c p s else 0) = c p * (a r * c q + c q * a r) * a s := by
    rw [H.ac]
    by_cases h : q = r
    · simp [h, E]
    · simp [h, Ne.symm h]
  have h2 : E a c p r * E a c q s - (if q = r then E a c p s else 0)
      = -(c p * c q * a r * a s) := by
    rw [hδ]; simp only [E]; noncomm_ring
  refine ⟨?_, h2⟩
  -- swap the two annihilators
  rw [h2]
  calc _ = c p * c q * (a s * a r + a r * a s) - c p * c q * a r * a s := by noncomm_ring
    _ = _ := by rw [H.aa]; simp
```

The chain of two equalities is stated as a conjunction. The proof reads the contraction backwards: `hδ` writes \(\delta_{qr}E_{ps}\) as \(c_p\{a_r, c_q\}a_s\), after which `h2`, the second equality, is an expansion in the ring. The first equality follows from \(c_pc_qa_sa_r = c_pc_q\{a_s, a_r\} - c_pc_qa_ra_s\) and `H.aa`. The relation between creators is not used. These three results hold for any set of modes, finite or not, and for all coincidences among the indices. The choice \(p = s = 0\), \(q = r = 1\) in the second equality is the product \(E_{01}E_{10}\) of the two-mode example.

## Commutators of one-body operators

```lean
variable {R : Type*} [CommRing R] [Algebra R A] [Fintype ι]

/-- Commutator of a one-body operator with a creator: `[ĥ, c_q] = ∑_p h_pq c_p`. -/
theorem oneBody_comm_c (H : CAR a c) (h : Matrix ι ι R) (q : ι) :
    oneBody R a c h * c q - c q * oneBody R a c h = ∑ p, h p q • c p := by
  have expand : oneBody R a c h = ∑ p, ∑ r, h p r • E a c p r := rfl
  rw [expand]
  simp only [Finset.sum_mul, Finset.mul_sum, ← Finset.sum_sub_distrib, smul_mul_assoc,
    mul_smul_comm, ← smul_sub, E_comm_c H]
  simp
```

The statement is \([\hat h, c_q] = \sum_p h_{pq}c_p\). After `expand` exposes the double sum, the first `simp only` moves \(c_q\) inside both sums, pulls out the scalar \(h_{pr}\) and applies `E_comm_c` to each term. The closing `simp` performs the sum over \(r\) against \(\delta_{rq}\).

```lean
/-- Commutator of a one-body operator with an annihilator: `[ĥ, a_p] = -∑_q h_pq a_q`. -/
theorem oneBody_comm_a (H : CAR a c) (h : Matrix ι ι R) (p : ι) :
    oneBody R a c h * a p - a p * oneBody R a c h = -∑ q, h p q • a q := by
  have expand : oneBody R a c h = ∑ r, ∑ s, h r s • E a c r s := rfl
  rw [expand]
  simp only [Finset.sum_mul, Finset.mul_sum, ← Finset.sum_sub_distrib, smul_mul_assoc,
    mul_smul_comm, ← smul_sub, E_comm_a H]
  rw [Finset.sum_comm]
  simp
```

Here the Kronecker symbol sits on the outer index \(r\), so `Finset.sum_comm` exchanges the two sums before that index is eliminated.

```lean
/-- Second quantization preserves commutators: `[ĥ, k̂]` is the one-body operator
of the matrix `hk - kh`. -/
theorem oneBody_comm (H : CAR a c) (h k : Matrix ι ι R) :
    oneBody R a c h * oneBody R a c k - oneBody R a c k * oneBody R a c h
      = oneBody R a c (h * k - k * h) := by
  have expand : ∀ m : Matrix ι ι R, oneBody R a c m = ∑ p, ∑ q, m p q • E a c p q :=
    fun _ => rfl
  -- Leibniz rule on `E_qs = c_q a_s`
  have key : ∀ q s, oneBody R a c h * E a c q s - E a c q s * oneBody R a c h
      = ∑ p, h p q • E a c p s - ∑ r, h s r • E a c q r := by
    intro q s
    calc _ = (oneBody R a c h * c q - c q * oneBody R a c h) * a s
          + c q * (oneBody R a c h * a s - a s * oneBody R a c h) := by
          simp only [E]; noncomm_ring
      _ = _ := by
          rw [oneBody_comm_c H, oneBody_comm_a H]
          simp only [E, Finset.sum_mul, mul_neg, Finset.mul_sum, smul_mul_assoc,
            mul_smul_comm, sub_eq_add_neg]
  -- the two triple sums are the matrix products
  have h1 : ∑ q, ∑ s, ∑ p, (k q s * h p q) • E a c p s = oneBody R a c (h * k) := by
    rw [expand]
    simp only [Matrix.mul_apply, Finset.sum_smul]
    rw [Finset.sum_comm]
    conv_rhs => rw [Finset.sum_comm]
    refine Finset.sum_congr rfl fun s _ => ?_
    rw [Finset.sum_comm]
    refine Finset.sum_congr rfl fun p _ => Finset.sum_congr rfl fun q _ => ?_
    rw [mul_comm (k q s)]
  have h2 : ∑ q, ∑ s, ∑ r, (k q s * h s r) • E a c q r = oneBody R a c (k * h) := by
    rw [expand]
    simp only [Matrix.mul_apply, Finset.sum_smul]
    exact Finset.sum_congr rfl fun q _ => Finset.sum_comm
  calc _ = ∑ q, ∑ s, k q s • (oneBody R a c h * E a c q s - E a c q s * oneBody R a c h) := by
        rw [expand k]
        simp only [Finset.sum_mul, Finset.mul_sum, ← Finset.sum_sub_distrib, smul_mul_assoc,
          mul_smul_comm, ← smul_sub]
    _ = ∑ q, ∑ s, ∑ p, (k q s * h p q) • E a c p s
          - ∑ q, ∑ s, ∑ r, (k q s * h s r) • E a c q r := by
        simp only [key, smul_sub, Finset.sum_sub_distrib, Finset.smul_sum, smul_smul]
    _ = _ := by rw [h1, h2, map_sub]
```

The theorem `oneBody_comm` says that, under the CAR alone, \(\hat h\hat k - \hat k\hat h\) equals the second quantization of the matrix `h * k - k * h`, for all matrices over `R`. It concerns commutators only and makes no statement that \(\hat h\hat k\) equals \(\widehat{hk}\). With no modes both sides are empty sums, and with one mode the matrices commute and both sides vanish, so two modes are the first case with content.

The step `key` is the Leibniz rule followed by the two preceding theorems, and yields the formula for \([\hat h, E_{qs}]\). The steps `h1` and `h2` identify the two triple sums with \(\widehat{hk}\) and \(\widehat{kh}\) by reordering the summations. In `h1` the coefficient arrives as \(k_{qs}h_{pq}\) and `mul_comm (k q s)` turns it into \(h_{pq}k_{qs}\), whereas in `h2` the order \(k_{qs}h_{sr}\) is already that of the matrix product. The final calculation expands \(\hat k\), inserts `key` in each term, and uses linearity, `map_sub`, to combine the two operators into one.

## Recovering the matrix from the operator

```lean
/-- If the scalars embed in the operator algebra, a one-body operator determines its matrix. -/
theorem oneBody_injective (H : CAR a c) (hinj : Function.Injective (algebraMap R A)) :
    Function.Injective (oneBody R a c) := by
  refine (injective_iff_map_eq_zero _).2 ?_
  intro h hh
  ext r q
  have h2 : ∑ p, h p q • c p = 0 := by
    rw [← oneBody_comm_c H h q, hh]; simp
  -- the anticommutator with `a_r` picks out the entry `h_rq`
  have h3 : a r * (∑ p, h p q • c p) + (∑ p, h p q • c p) * a r = h r q • (1 : A) := by
    simp only [Finset.sum_mul, Finset.mul_sum, ← Finset.sum_add_distrib, smul_mul_assoc,
      mul_smul_comm, ← smul_add, H.ac]
    simp
  rw [h2] at h3
  apply hinj
  rw [Matrix.zero_apply, map_zero, Algebra.algebraMap_eq_smul_one, ← h3]
  simp
```

The hypothesis `hinj` says that \(\lambda \mapsto \lambda\,1\) is injective. Physically, different numbers times the identity are different operators, as they are on any Fock space that contains a nonzero state. The hypothesis is assumed and does not follow from the CAR, since the algebra whose only element is zero satisfies all three relations and sends every matrix to zero. By linearity it is enough to show that \(\hat h = 0\) forces each entry to vanish. The step `h2` is \(\sum_p h_{pq}c_p = 0\), the step `h3` is the anticommutator with \(a_r\), equal to \(h_{rq}\,1\), and `hinj` converts \(h_{rq}\,1 = 0\) into \(h_{rq} = 0\).

```lean
/-- If the scalars embed in the operator algebra, two one-body operators commute exactly when
their matrices commute. -/
theorem oneBody_commute_iff (H : CAR a c) (hinj : Function.Injective (algebraMap R A))
    (h k : Matrix ι ι R) :
    oneBody R a c h * oneBody R a c k = oneBody R a c k * oneBody R a c h ↔ h * k = k * h := by
  rw [← sub_eq_zero, oneBody_comm H, map_eq_zero_iff _ (oneBody_injective H hinj), sub_eq_zero]
```

Under the same hypothesis, \(\hat h\hat k = \hat k\hat h\) holds if and only if \(hk = kh\). The proof rewrites the left side as a vanishing commutator, replaces it by \(\widehat{hk - kh}\), and removes the hat by injectivity.

## Jordan-Wigner matrices for two modes

A concrete model shows that the CAR and the embedding of the scalars are satisfied by actual operators. Let \(n_0, n_1 \in \{0,1\}\) be the occupations of the two modes, and let the orthonormal basis vector \(|n_0 n_1\rangle\) have index \(2n_0 + n_1\), so that the indices 0 to 3 stand for \(|00\rangle, |01\rangle, |10\rangle, |11\rangle\). With \(\sigma = \begin{pmatrix} 0 & 1 \\ 0 & 0\end{pmatrix}\), \(Z = \mathrm{diag}(1,-1)\) and \(I\) the \(2\times 2\) identity, set \(a_0 = \sigma \otimes I\) and \(a_1 = Z \otimes \sigma\).

```lean
/-- Jordan-Wigner annihilators for two modes, as `4 × 4` complex matrices. -/
def jwA : Fin 2 → Matrix (Fin 4) (Fin 4) ℂ :=
  ![!![0, 0, 1, 0; 0, 0, 0, 1; 0, 0, 0, 0; 0, 0, 0, 0],
    !![0, 1, 0, 0; 0, 0, 0, 0; 0, 0, 0, -1; 0, 0, 0, 0]]
```

The matrix `jwA 0` sends \(|10\rangle\) to \(|00\rangle\) and \(|11\rangle\) to \(|01\rangle\). The matrix `jwA 1` sends \(|01\rangle\) to \(|00\rangle\) and \(|11\rangle\) to \(-|10\rangle\). The entry \(-1\) is the sign collected in passing the occupied mode 0, and it makes \(a_0\) and \(a_1\) anticommute.

```lean
/-- Jordan-Wigner creators for two modes: the adjoints of the annihilators. -/
def jwC (p : Fin 2) : Matrix (Fin 4) (Fin 4) ℂ := (jwA p)ᴴ
```

In this model the creators are the conjugate transposes, \(c_p = a_p^\dagger\), which fixes the convention \(|11\rangle = c_0c_1|00\rangle\). The last theorem verifies both hypotheses for these explicit \(4\times 4\) matrices, and the Jordan-Wigner construction enters for two modes only. The relation among annihilators, `haa`, and the mixed relation are checked entry by entry for every pair of modes. The relation among creators is the adjoint of `haa q p`, because \((a_qa_p + a_pa_q)^\dagger = c_pc_q + c_qc_p\). The embedding of \(\mathbb{C}\) comes from `RingHom.injective`, since a ring homomorphism from a field into a nonzero ring is injective.

```lean
set_option maxHeartbeats 400000 in
/-- The two-mode Jordan-Wigner matrices obey the canonical anticommutation relations, and the
complex scalars embed in the algebra of `4 × 4` matrices. -/
theorem jordanWigner_witness :
    CAR jwA jwC ∧ Function.Injective (algebraMap ℂ (Matrix (Fin 4) (Fin 4) ℂ)) := by
  have haa : ∀ p q, jwA p * jwA q + jwA q * jwA p = 0 := by
    intro p q
    fin_cases p <;> fin_cases q <;> ext i j <;> fin_cases i <;> fin_cases j <;>
      simp [jwA]
  refine ⟨⟨haa, fun p q => ?_, fun p q => ?_⟩, RingHom.injective _⟩
  · -- adjoint of the annihilator relation
    have h := congrArg Matrix.conjTranspose (haa q p)
    simpa [jwC] using h
  · ext i j
    simp only [jwC, Matrix.add_apply, Matrix.mul_apply, Matrix.conjTranspose_apply,
      Fin.sum_univ_four]
    fin_cases p <;> fin_cases q <;> fin_cases i <;> fin_cases j <;>
      simp [jwA]

end OneBodyOperators
```

```lean
#print axioms OneBodyOperators.pair_string
#print axioms OneBodyOperators.oneBody_comm
#print axioms OneBodyOperators.oneBody_commute_iff
```

```
'OneBodyOperators.pair_string' depends on axioms: [propext]
'OneBodyOperators.oneBody_comm' depends on axioms: [propext, Classical.choice, Quot.sound]
'OneBodyOperators.oneBody_commute_iff' depends on axioms: [propext, Classical.choice, Quot.sound]
```
